# A Landau–Lifshitz spin with non-negative damping keeps its length and never gains energy in a constant field

If a classical spin \(m(t)\in\mathbb R^3\) obeys \(m'=-m\times B-a\,m\times(m\times B)\) with constant field \(B\) and damping \(a\ge 0\), then its Euclidean length is constant and its energy \(-m\cdot B\) never increases. The energy changes at the rate \(-a\,|m\times B|^2\).

```lean
import Mathlib

open Matrix

namespace LandauLifshitz

noncomputable section

/-- The Euclidean length of a vector in three-dimensional space. -/
def length (v : Fin 3 → ℝ) : ℝ := √(v ⬝ᵥ v)

/-- The Landau-Lifshitz right-hand side: precession about the field `B` plus damping of
strength `a`. -/
def llTorque (a : ℝ) (B m : Fin 3 → ℝ) : Fin 3 → ℝ :=
  -(m ⨯₃ B) - a • (m ⨯₃ (m ⨯₃ B))

/-- The curve `m` solves the Landau-Lifshitz equation in the field `B t` at all times. -/
def IsSolution (a : ℝ) (B m : ℝ → Fin 3 → ℝ) : Prop :=
  ∀ t, HasDerivAt m (llTorque a (B t) (m t)) t

/-- The Zeeman energy `-m · B` of a spin `m` in the field `B`. -/
def energy (B m : Fin 3 → ℝ) : ℝ := -(m ⬝ᵥ B)

/-- The squared length of a vector is its dot product with itself. -/
theorem length_sq (v : Fin 3 → ℝ) : length v ^ 2 = v ⬝ᵥ v :=
  Real.sq_sqrt (Finset.sum_nonneg fun i _ => mul_self_nonneg (v i))

/-- The product rule for the dot product of two moving vectors. -/
theorem hasDerivAt_dot {m n : ℝ → Fin 3 → ℝ} {m' n' : Fin 3 → ℝ} {t : ℝ}
    (hm : HasDerivAt m m' t) (hn : HasDerivAt n n' t) :
    HasDerivAt (fun s => m s ⬝ᵥ n s) (m' ⬝ᵥ n t + m t ⬝ᵥ n') t := by
  have h := HasDerivAt.fun_sum (u := Finset.univ)
    (fun i _ => (hasDerivAt_pi.1 hm i).fun_mul (hasDerivAt_pi.1 hn i))
  simpa only [dotProduct, Finset.sum_add_distrib] using h

/-- Precession and damping both act perpendicular to the spin. -/
theorem dot_llTorque (a : ℝ) (B m : Fin 3 → ℝ) : m ⬝ᵥ llTorque a B m = 0 := by
  simp [llTorque, dotProduct_sub, dotProduct_smul, dot_self_cross]

/-- The length of the spin is conserved, also in a time-dependent field. -/
theorem length_conserved {a : ℝ} {B m : ℝ → Fin 3 → ℝ} (h : IsSolution a B m) (s t : ℝ) :
    length (m s) = length (m t) := by
  have hd : ∀ r, HasDerivAt (fun u => m u ⬝ᵥ m u) 0 r := fun r =>
    (hasDerivAt_dot (h r) (h r)).congr_deriv (by
      rw [dotProduct_comm (llTorque a (B r) (m r)), dot_llTorque, add_zero])
  have hc := is_const_of_deriv_eq_zero (fun r => (hd r).differentiableAt)
    (fun r => (hd r).deriv) s t
  exact congrArg Real.sqrt hc

/-- In a constant field the energy changes at the rate `-a |m × B|²`. -/
theorem energy_rate {a : ℝ} {B : Fin 3 → ℝ} {m : ℝ → Fin 3 → ℝ}
    (h : IsSolution a (fun _ => B) m) (t : ℝ) :
    HasDerivAt (fun s => energy B (m s)) (-a * length (m t ⨯₃ B) ^ 2) t := by
  refine (hasDerivAt_dot (h t) (hasDerivAt_const t B)).fun_neg.congr_deriv ?_
  rw [length_sq]
  -- only the damping term has a component along the field
  simp [llTorque, cross_apply, dotProduct, Fin.sum_univ_succ]
  ring

/-- For constant field and non-negative damping, the spin keeps its length, and its energy
has derivative `-a |m × B|²` and never increases. -/
theorem landau_lifshitz_dissipation {a : ℝ} (ha : 0 ≤ a) {B : Fin 3 → ℝ}
    {m : ℝ → Fin 3 → ℝ} (h : IsSolution a (fun _ => B) m) :
    (∀ s t, length (m s) = length (m t)) ∧
    (∀ t, HasDerivAt (fun s => energy B (m s)) (-a * length (m t ⨯₃ B) ^ 2) t) ∧
    Antitone (fun t => energy B (m t)) := by
  refine ⟨length_conserved h, energy_rate h, ?_⟩
  refine antitone_of_deriv_nonpos (fun t => (energy_rate h t).differentiableAt) fun t => ?_
  rw [(energy_rate h t).deriv]
  have hp := mul_nonneg ha (sq_nonneg (length (m t ⨯₃ B)))
  linarith

/-- With positive damping in a constant field, if the energy is the same at two times, then
`m × B` vanishes at every time between them. -/
theorem aligned_of_energy_eq {a : ℝ} (ha : 0 < a) {B : Fin 3 → ℝ} {m : ℝ → Fin 3 → ℝ}
    (h : IsSolution a (fun _ => B) m) {s t r : ℝ} (hsr : s < r) (hrt : r < t)
    (hE : energy B (m s) = energy B (m t)) : m r ⨯₃ B = 0 := by
  have hanti := (landau_lifshitz_dissipation ha.le h).2.2
  -- a monotone energy with equal end values is constant in between
  have hconst : (fun u => energy B (m u)) =ᶠ[nhds r] fun _ => energy B (m s) := by
    filter_upwards [Ioo_mem_nhds hsr hrt] with u hu
    have h1 : energy B (m u) ≤ energy B (m s) := hanti hu.1.le
    have h2 : energy B (m t) ≤ energy B (m u) := hanti hu.2.le
    linarith
  have h0 := (energy_rate h r).unique
    ((hasDerivAt_const r (energy B (m s))).congr_of_eventuallyEq hconst)
  rw [length_sq] at h0
  exact dotProduct_self_eq_zero.1
    ((mul_eq_zero.1 h0).resolve_left (neg_ne_zero.2 ha.ne'))

/-- The triple product identity `m × (m × u) = (m · u) m - (m · m) u`. -/
theorem cross_cross_self (m u : Fin 3 → ℝ) :
    m ⨯₃ (m ⨯₃ u) = (m ⬝ᵥ u) • m - (m ⬝ᵥ m) • u := by
  ext i
  fin_cases i <;> simp [cross_apply, dotProduct, Fin.sum_univ_succ] <;> ring

/-- For a spin `m` of unit length, a velocity `v` obeys the Gilbert equation
`v = -m × B + a m × v` exactly when `(1 + a²) v` is the Landau-Lifshitz right-hand side. -/
theorem gilbert_iff (a : ℝ) (B m v : Fin 3 → ℝ) (hm : m ⬝ᵥ m = 1) :
    v = -(m ⨯₃ B) + a • (m ⨯₃ v) ↔ (1 + a ^ 2) • v = llTorque a B m := by
  unfold llTorque
  constructor
  · intro h
    have hv : m ⬝ᵥ v = 0 := by
      have h1 := congrArg (fun u => m ⬝ᵥ u) h
      simpa [dotProduct_add, dotProduct_neg, dotProduct_smul, dot_self_cross] using h1
    -- take the cross product of the equation with the spin
    have hc := congrArg (fun u => m ⨯₃ u) h
    simp only [map_add, map_neg, map_smul] at hc
    rw [cross_cross_self m v, hv, hm] at hc
    linear_combination (norm := module) h + a • hc
  · intro h
    have hc := congrArg (fun u => m ⨯₃ u) h
    simp only [map_sub, map_neg, map_smul] at hc
    rw [cross_cross_self m (m ⨯₃ B), dot_self_cross, hm] at hc
    have key : (1 + a ^ 2) • v = (1 + a ^ 2) • (-(m ⨯₃ B) + a • (m ⨯₃ v)) := by
      linear_combination (norm := module) h - a • hc
    have hK : (1 + a ^ 2 : ℝ) ≠ 0 := by positivity
    exact smul_right_injective _ hK key

/-- A spin that spirals about the z axis with z component `tanh (a t)`. -/
def spiral (a t : ℝ) : Fin 3 → ℝ :=
  ![Real.cos t / Real.cosh (a * t), Real.sin t / Real.cosh (a * t),
    Real.sinh (a * t) / Real.cosh (a * t)]

/-- The spiral solves the Landau-Lifshitz equation in a unit field along z. -/
theorem spiral_witness (a : ℝ) : IsSolution a (fun _ => ![0, 0, 1]) (spiral a) := by
  intro t
  have torque : ∀ x y z : ℝ, llTorque a ![0, 0, 1] ![x, y, z] =
      ![-y - a * (z * x), x - a * (z * y), a * (x ^ 2 + y ^ 2)] := by
    intro x y z
    ext i
    fin_cases i <;> simp [llTorque, cross_apply]
    ring
  have hlin : HasDerivAt (fun s : ℝ => a * s) a t := by
    simpa using (hasDerivAt_id' t).const_mul a
  have hne : Real.cosh (a * t) ≠ 0 := (Real.cosh_pos _).ne'
  change HasDerivAt (spiral a) (llTorque a ![0, 0, 1] ![_, _, _]) t
  rw [torque, hasDerivAt_pi]
  intro i
  fin_cases i
  · refine ((Real.hasDerivAt_cos t).fun_div hlin.cosh hne).congr_deriv ?_
    change _ = -(Real.sin t / Real.cosh (a * t)) -
      a * (Real.sinh (a * t) / Real.cosh (a * t) * (Real.cos t / Real.cosh (a * t)))
    field_simp
  · refine ((Real.hasDerivAt_sin t).fun_div hlin.cosh hne).congr_deriv ?_
    change _ = Real.cos t / Real.cosh (a * t) -
      a * (Real.sinh (a * t) / Real.cosh (a * t) * (Real.sin t / Real.cosh (a * t)))
    field_simp
  · refine (hlin.sinh.fun_div hlin.cosh hne).congr_deriv ?_
    change _ = a * ((Real.cos t / Real.cosh (a * t)) ^ 2 +
      (Real.sin t / Real.cosh (a * t)) ^ 2)
    rw [div_pow, div_pow, ← add_div, Real.cos_sq_add_sin_sq, mul_one_div]
    congr 1
    linear_combination a * Real.cosh_sq (a * t)

end

end LandauLifshitz
```

```lean
#print axioms LandauLifshitz.landau_lifshitz_dissipation
-- 'LandauLifshitz.landau_lifshitz_dissipation' depends on axioms: [propext, Classical.choice, Quot.sound]
#print axioms LandauLifshitz.aligned_of_energy_eq
-- 'LandauLifshitz.aligned_of_energy_eq' depends on axioms: [propext, Classical.choice, Quot.sound]
#print axioms LandauLifshitz.gilbert_iff
-- 'LandauLifshitz.gilbert_iff' depends on axioms: [propext, Classical.choice, Quot.sound]
```

## A magnetic moment relaxing in a field

A magnetic moment in a field feels a torque that makes it precess about the field direction. Precession alone would leave the angle to the field unchanged for ever, whereas a moment in a solid gradually turns towards the field and gives up energy to its surroundings. The Landau–Lifshitz equation describes this loss by a second torque. Its strength \(a\) is a postulated constant that stands for the combined effect of lattice vibrations, conduction electrons and other channels that carry the energy away.

The vector \(m\) is called a spin here, but it is the magnetic moment, which is why its energy in the field is \(-m\cdot B\). The gyromagnetic ratio is absorbed into the units. With the sign chosen, a moment in a field along \(+z\) precesses anticlockwise when seen from above.

## What the theorems state

Vectors have the type `Fin 3 → ℝ`, with `⬝ᵥ` for the dot product, `⨯₃` for the cross product and `•` for multiplication by a scalar. Mathlib's default norm on this type is the largest absolute component, so the Euclidean length is defined separately as `length v`, equal to \(\sqrt{v\cdot v}\).

The right-hand side of the equation is `llTorque a B m`. The hypothesis `IsSolution a B m` says that at every real time \(t\) the curve \(m\) has this vector as its derivative, with the field taken at time \(t\). A constant field is written `fun _ => B`.

The main theorem, `landau_lifshitz_dissipation`, takes \(a\ge 0\) and a solution in a constant field. It concludes that the lengths at any two times agree, that the energy has derivative \(-a|m\times B|^2\) at every time, and that the energy is `Antitone`: a later time never has a higher energy. Two of these conclusions need less. By `length_conserved`, the length is constant for every real \(a\) and every time-dependent field, and `energy_rate` also holds for every real \(a\).

In a magnet, the field on one moment includes exchange and anisotropy terms that change as the moments move. The theorem about the energy \(-m\cdot B\) is proved for constant \(B\), so it applies to such a moment only as far as these changes can be neglected. In atomistic spin dynamics the two properties tell one what an integrator should reproduce, up to its time-step error, for a single classical moment in a static field without thermal noise.

## Why the length stays fixed and the energy falls

Write \(w=m\times B\), so that \(m'=-w-a\,m\times w\). A cross product with \(m\) as a factor is perpendicular to \(m\), so both terms are, and

\[
\frac{d}{dt}(m\cdot m)=2\,m\cdot m'=0 .
\]

Hence \(m\cdot m\) is constant, and so is its square root.

For the energy, \(B\) is constant, so

\[
\frac{d}{dt}(-m\cdot B)=-m'\cdot B=w\cdot B+a\,(m\times w)\cdot B .
\]

The first term vanishes because \(w\) is perpendicular to \(B\). In the second, cyclic permutation of the triple product gives

\[
(m\times w)\cdot B=w\cdot(B\times m)=-w\cdot w .
\]

The rate is therefore \(-a|m\times B|^2\). For \(a\ge0\) it is never positive, and a function whose derivative is nowhere positive does not increase.

The Lean proof takes the same route. `hasDerivAt_dot` is the product rule, obtained by differentiating the three component products and adding them. `dot_llTorque` is the perpendicularity of the torque. `length_conserved` combines the two, concludes that \(m\cdot m\) is constant, and only then takes the root, so the square root is never differentiated and \(m=0\) needs no separate treatment. `energy_rate` applies the product rule with a constant second factor; in place of the cyclic permutation it expands everything in components and leaves the polynomial identity to `ring`. The monotonicity comes from `antitone_of_deriv_nonpos`.

## One instant in numbers

Take \(m=(0.6,\,0,\,0.8)\), \(B=(0,\,0,\,2)\) and \(a=0.1\). Then

\[
m\times B=(0,\,-1.2,\,0),\qquad m\times(m\times B)=(0.96,\,0,\,-0.72),
\]

\[
m'=(0,\,1.2,\,0)-0.1\,(0.96,\,0,\,-0.72)=(-0.096,\,1.2,\,0.072).
\]

The length is stationary, since \(m\cdot m'=-0.0576+0.0576=0\). The energy changes at the rate \(-m'\cdot B=-0.144\), which agrees with \(-a|m\times B|^2=-0.1\cdot1.44\).

## When no energy is lost

Suppose \(a>0\) and the energy is the same at two times \(s<t\). By monotonicity it is constant between them, so at any \(r\) with \(s<r<t\) its derivative is zero. Then \(a|m(r)\times B|^2=0\), and \(m(r)\times B=0\). This is `aligned_of_energy_eq`. For non-zero \(m\) and \(B\) it means that the spin points along the field or exactly against it. In Lean, the energy is shown to equal a constant near \(r\), and the uniqueness of the derivative does the rest.

## The Gilbert form of the damping

Gilbert's version makes the damping proportional to the velocity \(v\) itself: \(v=-m\times B+a\,m\times v\). For \(m\cdot m=1\), `gilbert_iff` states that this holds exactly when \((1+a^2)v\) is the Landau–Lifshitz right-hand side. With the same \(a\), the two forms thus differ by a factor \(1+a^2\) in the speed.

In one direction, the dot product of the Gilbert equation with \(m\) gives \(m\cdot v=0\). The identity \(m\times(m\times u)=(m\cdot u)m-(m\cdot m)u\), proved as `cross_cross_self`, then gives \(m\times(m\times v)=-v\). Taking the cross product of \(m\) with the Gilbert equation yields

\[
m\times v=-m\times w-a\,v ,
\]

and inserting this into the equation gives \((1+a^2)v=-w-a\,m\times w\).

Conversely, start from that last equation and take the cross product with \(m\). Since \(m\times(m\times w)=-w\),

\[
(1+a^2)\,m\times v=-m\times w+a\,w .
\]

Therefore

\[
(1+a^2)(-w+a\,m\times v)=-w-a\,m\times w=(1+a^2)v ,
\]

and division by \(1+a^2>0\) returns the Gilbert equation. In both directions `linear_combination` performs the final vector algebra.

## An explicit spiral

For \(B=(0,0,1)\) and any real \(a\), `spiral_witness` confirms the solution

\[
m(t)=\left(\frac{\cos t}{\cosh at},\ \frac{\sin t}{\cosh at},\ \tanh at\right).
\]

With \(m=(x,y,z)\), the equation in this field reads

\[
x'=-y-a\,zx,\qquad y'=x-a\,zy,\qquad z'=a(x^2+y^2).
\]

Differentiating \(\cos t/\cosh at\) gives \(-\sin t/\cosh at-a\tanh(at)\cos t/\cosh at\), which is the first equation, and the second follows in the same way. The third holds because both sides equal \(a/\cosh^2 at\). The Lean proof first computes the torque in components, then checks the three quotient derivatives, using \(\cosh^2-\sinh^2=1\) for the last.

At \(t=0\) this spin lies in the plane perpendicular to the field. For \(a>0\) it then winds up towards the field direction, while its energy \(-\tanh at\) falls towards \(-1\). For \(a=0\) it circles in the plane at constant energy.
